# Replacing a fast exponential bath memory by a delta function: an error bound for Lipschitz histories

In a common form of the hierarchical equations of motion, the bath correlation function is expanded in decaying exponentials, and one can choose which terms keep an explicit memory. A term with a large decay rate, such as a high Matsubara term, may be treated as instantaneous: its memory kernel is replaced by a delta function.

For one normalised term with rate $v>0$, this step replaces $\int_0^t v e^{-v(t-s)}f(s)\,ds$ by $f(t)$, where $f(s)$ is the system quantity that the bath remembers. If $f$ changes no faster than a constant $K$ per unit time on $[0,t]$, the error is at most $K/v+\|f(t)\|e^{-vt}$. The bound concerns this integral for a given history $f$; it does not follow the error through the propagation of a density matrix.

## The kernel and the memory integral

```lean
import Mathlib

open MeasureTheory Set Filter Topology
open scoped NNReal

noncomputable section

namespace FastBathMemory

variable {E : Type*} [NormedAddCommGroup E] [NormedSpace ℝ E]
```

Mathlib supplies the analysis. The `variable` line lets $f$ take values in a real normed vector space `E`. This can be the real numbers, where the norm is the absolute value, or a space of complex matrices regarded as a real vector space, so density matrices are included.

```lean
/-- The exponential memory kernel `v exp(-v τ)` of a bath term with decay rate `v`,
at time lag `τ`. -/
def expKernel (v τ : ℝ) : ℝ := v * Real.exp (-(v * τ))
```

The kernel at time lag $\tau$ is $w_v(\tau)=v e^{-v\tau}$. The prefactor $v$ makes its area over all $\tau\ge 0$ equal to one when $v>0$.

```lean
/-- The memory integral of `v exp(-v (t - s)) f(s)` over the history `s` from `0` to `t`. -/
def memoryTerm (v t : ℝ) (f : ℝ → E) : E :=
  ∫ s in (0 : ℝ)..t, expKernel v (t - s) • f s
```

This is the memory integral
$$M_v(t)=\int_0^t w_v(t-s)\,f(s)\,ds .$$
The symbol `•` multiplies a vector by a real number. The kernel is one-sided, so the delta function that replaces it gives its whole weight to the endpoint $s=t$. With a symmetric delta function, which gives half its weight there, one writes $2\delta(t-s)$.

```lean
variable [CompleteSpace E]

private lemma expKernel_continuous (v t : ℝ) : Continuous fun s => expKernel v (t - s) := by
  unfold expKernel
  fun_prop
```

From here on `E` is complete, that is, a Banach space; every finite-dimensional space qualifies. The lemma says that the kernel is continuous in $s$; several proofs below use it to show that an integral exists.

```lean
private lemma expKernel_nonneg {v : ℝ} (hv : 0 < v) (τ : ℝ) : 0 ≤ expKernel v τ := by
  unfold expKernel
  positivity
```

For $v>0$ the kernel is never negative. This allows it to be taken outside a norm later.

```lean
private lemma hasDerivAt_decay (v t s : ℝ) :
    HasDerivAt (fun s : ℝ => Real.exp (-(v * (t - s)))) (expKernel v (t - s)) s := by
  have h : HasDerivAt (fun s : ℝ => -(v * (t - s))) v s :=
    (((hasDerivAt_id' s).const_sub t).const_mul v).fun_neg.congr_deriv (by ring)
  exact h.exp.congr_deriv (by unfold expKernel; ring)
```

The kernel has an explicit antiderivative:
$$\frac{d}{ds}e^{-v(t-s)}=v e^{-v(t-s)}=w_v(t-s).$$
`HasDerivAt g g' s` is Lean's way of saying that `g` has derivative `g'` at `s`.

## Two integrals of the kernel

```lean
/-- The total weight of the memory kernel over the history from `0` to `t` is
`1 - exp(-v t)`. -/
theorem kernel_weight (v t : ℝ) :
    ∫ s in (0 : ℝ)..t, expKernel v (t - s) = 1 - Real.exp (-(v * t)) := by
  rw [intervalIntegral.integral_eq_sub_of_hasDerivAt (fun s _ => hasDerivAt_decay v t s)
    ((expKernel_continuous v t).intervalIntegrable _ _)]
  simp
```

By the fundamental theorem of calculus, which is `integral_eq_sub_of_hasDerivAt` in the proof,
$$\int_0^t w_v(t-s)\,ds=\Big[e^{-v(t-s)}\Big]_{s=0}^{s=t}=1-e^{-vt}.$$
The missing weight $e^{-vt}$ belongs to times before the history began.

```lean
/-- The integral of the time lag `t - s` weighted by the memory kernel, over `s` from `0` to `t`,
multiplied by the rate `v`, is `1 - (1 + v t) exp(-v t)`. -/
theorem kernel_first_moment (v t : ℝ) :
    v * ∫ s in (0 : ℝ)..t, expKernel v (t - s) * (t - s)
      = 1 - (1 + v * t) * Real.exp (-(v * t)) := by
  have h : ∀ s ∈ uIcc 0 t, HasDerivAt
      (fun s : ℝ => (1 + v * (t - s)) * Real.exp (-(v * (t - s))))
      (v * (expKernel v (t - s) * (t - s))) s := by
    intro s _
    have h2 : HasDerivAt (fun s : ℝ => 1 + v * (t - s)) (-v) s :=
      (((hasDerivAt_id' s).const_sub t).const_mul v).const_add 1 |>.congr_deriv (by ring)
    exact (h2.fun_mul (hasDerivAt_decay v t s)).congr_deriv (by unfold expKernel; ring)
  have hc : Continuous fun s => v * (expKernel v (t - s) * (t - s)) := by
    unfold expKernel
    fun_prop
  rw [← intervalIntegral.integral_const_mul,
    intervalIntegral.integral_eq_sub_of_hasDerivAt h (hc.intervalIntegrable _ _)]
  simp
```

The first moment measures how far back the kernel reaches. The product rule gives
$$\frac{d}{ds}\Big[(1+v(t-s))e^{-v(t-s)}\Big]=\big(-v+v+v^2(t-s)\big)e^{-v(t-s)}=v\,w_v(t-s)(t-s).$$
The bracket is $1$ at $s=t$ and $(1+vt)e^{-vt}$ at $s=0$, so
$$v\int_0^t w_v(t-s)(t-s)\,ds=1-(1+vt)e^{-vt}.$$
In the proof, `h` is the derivative and `hc` the continuity of the integrand.

## The error and its bound

```lean
/-- For `t ≥ 0` and `f` continuous on `[0,t]`, the memory integral minus `f(t)` is the integral of
`f(s) - f(t)` weighted by the kernel, minus `exp(-v t) f(t)`. -/
theorem memory_error_eq (v : ℝ) {t : ℝ} (ht : 0 ≤ t) {f : ℝ → E}
    (hf : ContinuousOn f (Icc 0 t)) :
    memoryTerm v t f - f t
      = (∫ s in (0 : ℝ)..t, expKernel v (t - s) • (f s - f t))
        - Real.exp (-(v * t)) • f t := by
  have hi : IntervalIntegrable (fun s => expKernel v (t - s) • f s) volume 0 t :=
    ContinuousOn.intervalIntegrable (by
      rw [uIcc_of_le ht]
      exact (expKernel_continuous v t).continuousOn.smul hf)
  have hc : IntervalIntegrable (fun s => expKernel v (t - s) • f t) volume 0 t :=
    ((expKernel_continuous v t).smul continuous_const).intervalIntegrable _ _
  unfold memoryTerm
  simp only [smul_sub]
  rw [intervalIntegral.integral_sub hi hc, intervalIntegral.integral_smul_const, kernel_weight]
  module
```

Here $f$ need only be continuous on $[0,t]$, written `Icc 0 t`. Write $f(s)=(f(s)-f(t))+f(t)$ under the integral and use the weight:
$$M_v(t)-f(t)=\int_0^t w_v(t-s)\,(f(s)-f(t))\,ds+(1-e^{-vt})f(t)-f(t).$$
The last two terms combine to $-e^{-vt}f(t)$. The error therefore has one part from the variation of $f$ and one from the missing weight. Lean starts from the right-hand side, splits the integral of the difference, inserts `kernel_weight` and leaves the vector algebra to `module`.

```lean
/-- Refined error bound: for `v > 0`, `t ≥ 0` and `f` Lipschitz on `[0,t]` with constant `K`, the
memory integral differs from `f(t)` by at most `(K/v) (1 - (1 + v t) exp(-v t)) + ‖f(t)‖ exp(-v t)`.
-/
theorem memory_error_le_refined {v t : ℝ} (hv : 0 < v) (ht : 0 ≤ t) {K : ℝ≥0} {f : ℝ → E}
    (hf : LipschitzOnWith K f (Icc 0 t)) :
    ‖memoryTerm v t f - f t‖
      ≤ K * (1 - (1 + v * t) * Real.exp (-(v * t))) / v + ‖f t‖ * Real.exp (-(v * t)) := by
  have hc : Continuous fun s => (K : ℝ) * (expKernel v (t - s) * (t - s)) := by
    unfold expKernel
    fun_prop
  -- the Lipschitz condition bounds the variation of `f` by `K` times the time lag
  have hb : ‖∫ s in (0 : ℝ)..t, expKernel v (t - s) • (f s - f t)‖
      ≤ ∫ s in (0 : ℝ)..t, (K : ℝ) * (expKernel v (t - s) * (t - s)) := by
    refine intervalIntegral.norm_integral_le_of_norm_le ht
      (Filter.Eventually.of_forall fun s hs => ?_) (hc.intervalIntegrable _ _)
    have hl := hf.dist_le_mul s ⟨hs.1.le, hs.2⟩ t ⟨ht, le_rfl⟩
    rw [dist_eq_norm (f s) (f t), Real.dist_eq, abs_sub_comm,
      abs_of_nonneg (sub_nonneg.2 hs.2)] at hl
    rw [norm_smul, Real.norm_of_nonneg (expKernel_nonneg hv _)]
    calc expKernel v (t - s) * ‖f s - f t‖
        ≤ expKernel v (t - s) * (K * (t - s)) :=
          mul_le_mul_of_nonneg_left hl (expKernel_nonneg hv _)
      _ = K * (expKernel v (t - s) * (t - s)) := by ring
  rw [intervalIntegral.integral_const_mul] at hb
  rw [memory_error_eq v ht hf.continuousOn, ← kernel_first_moment v t, mul_div_assoc,
    mul_div_cancel_left₀ _ hv.ne']
  refine (norm_sub_le _ _).trans (add_le_add hb (le_of_eq ?_))
  rw [norm_smul, Real.norm_of_nonneg (Real.exp_pos _).le, mul_comm]
```

The hypothesis `LipschitzOnWith K f (Icc 0 t)` means $\|f(x)-f(y)\|\le K|x-y|$ for all $x,y$ in $[0,t]$, and `ℝ≥0` makes $K$ a non-negative real. Physically, $K$ limits the speed at which the remembered system quantity changes. It is assumed, not derived from a Hamiltonian.

Since $w_v\ge 0$, the variation part obeys
$$\Big\|\int_0^t w_v(t-s)(f(s)-f(t))\,ds\Big\|\le K\int_0^t w_v(t-s)(t-s)\,ds=\frac{K}{v}\Big(1-(1+vt)e^{-vt}\Big).$$
The triangle inequality adds the norm of the other part:
$$\|M_v(t)-f(t)\|\le \frac{K}{v}\Big(1-(1+vt)e^{-vt}\Big)+\|f(t)\|e^{-vt}.$$
In the code, `hb` is the first estimate, and its `calc` block multiplies the Lipschitz inequality by the kernel. The closing lines insert the error formula and the first moment and apply the triangle inequality as `norm_sub_le`.

```lean
/-- Delta-function replacement of a fast bath term: for `v > 0`, `t ≥ 0` and `f` Lipschitz on
`[0,t]` with constant `K`, the memory integral differs from `f(t)` by at most
`K/v + ‖f(t)‖ exp(-v t)`. -/
theorem delta_replacement {v t : ℝ} (hv : 0 < v) (ht : 0 ≤ t) {K : ℝ≥0} {f : ℝ → E}
    (hf : LipschitzOnWith K f (Icc 0 t)) :
    ‖memoryTerm v t f - f t‖ ≤ K / v + ‖f t‖ * Real.exp (-(v * t)) := by
  have h0 : 0 ≤ (K : ℝ) * ((1 + v * t) * Real.exp (-(v * t))) := by positivity
  have h1 : K * (1 - (1 + v * t) * Real.exp (-(v * t))) / v ≤ K / v := by
    rw [div_le_div_iff_of_pos_right hv]
    linarith
  linarith [memory_error_le_refined hv ht hf]
```

This is the bound from the opening. The refined bound contains the term $-\frac{K}{v}(1+vt)e^{-vt}$, which is never positive for $v>0$ and $t\ge0$. Leaving it out gives
$$\|M_v(t)-f(t)\|\le\frac{K}{v}+\|f(t)\|e^{-vt}.$$
Lean proves the sign as `h0`, compares the two fractions in `h1` and combines them with `linarith`, which handles linear inequalities.

The two terms ask for different things. The first is the change that $f$ would make in one memory time $1/v$ if it moved steadily at the rate $K$; it is small when this change is small. The second is small once $t$ is many memory times long; right after the start, the replacement can be poor however slowly $f$ varies.

## A history that reaches the refined bound

```lean
/-- The refined bound is attained: for `v > 0`, `t ≥ 0` and `a ≥ 0`, the linear ramp
`a - K (t - s)`, which has Lipschitz constant `K` and final value `a`, gives equality. -/
theorem refined_bound_attained {v t a : ℝ} (hv : 0 < v) (ht : 0 ≤ t) (ha : 0 ≤ a) (K : ℝ≥0) :
    LipschitzWith K (fun s : ℝ => a - K * (t - s)) ∧
    ‖memoryTerm v t (fun s : ℝ => a - K * (t - s)) - a‖
      = K * (1 - (1 + v * t) * Real.exp (-(v * t))) / v + a * Real.exp (-(v * t)) := by
  constructor
  · refine LipschitzWith.of_dist_le_mul fun x y => ?_
    have h : a - K * (t - x) - (a - K * (t - y)) = K * (x - y) := by ring
    simp only [Real.dist_eq]
    exact le_of_eq (by rw [h, abs_mul, abs_of_nonneg K.coe_nonneg])
  · have h : memoryTerm v t (fun s : ℝ => a - K * (t - s)) - (a - K * (t - t))
        = (∫ s in (0 : ℝ)..t, expKernel v (t - s) • ((a - K * (t - s)) - (a - K * (t - t))))
          - Real.exp (-(v * t)) • (a - K * (t - t)) :=
      memory_error_eq v ht (f := fun s : ℝ => a - K * (t - s)) (by fun_prop)
    have hI : ∫ s in (0 : ℝ)..t, expKernel v (t - s) • ((a - K * (t - s)) - (a - K * (t - t)))
        = -K * ∫ s in (0 : ℝ)..t, expKernel v (t - s) * (t - s) := by
      rw [← intervalIntegral.integral_const_mul]
      refine intervalIntegral.integral_congr fun s _ => ?_
      simp only [smul_eq_mul]
      ring
    rw [hI, sub_self, mul_zero, sub_zero, smul_eq_mul] at h
    -- both contributions to the error have the same sign, so their sizes add
    have h1 : 0 ≤ ∫ s in (0 : ℝ)..t, expKernel v (t - s) * (t - s) :=
      intervalIntegral.integral_nonneg ht fun s hs =>
        mul_nonneg (expKernel_nonneg hv _) (sub_nonneg.2 hs.2)
    have h2 := mul_nonneg K.coe_nonneg h1
    have h3 := mul_nonneg (Real.exp_pos (-(v * t))).le ha
    rw [h, ← kernel_first_moment v t, mul_div_assoc, mul_div_cancel_left₀ _ hv.ne',
      Real.norm_eq_abs, abs_of_nonpos (by linarith)]
    ring
```

Take the real function $f(s)=a-K(t-s)$ with $a\ge0$. It has Lipschitz constant $K$, which is the first half of the statement, and ends at $f(t)=a$. Since $f(s)-f(t)=-K(t-s)$, the error formula gives
$$M_v(t)-a=-\frac{K}{v}\Big(1-(1+vt)e^{-vt}\Big)-a e^{-vt}.$$
Neither contribution is positive, so the absolute value is the sum of their sizes, which is exactly the refined bound. An estimate that knows only $v$, $t$, $K$ and $|f(t)|$ therefore can't be smaller.

In the proof, `h` is the error formula for this ramp and `hI` evaluates its integral. The facts `h1` to `h3` settle the signs.

## The limit of infinitely fast decay

```lean
/-- At a fixed time `t > 0`, for `f` Lipschitz on `[0,t]`, the memory integral tends to `f(t)`
as the decay rate of the bath term grows without bound. -/
theorem memory_tendsto {t : ℝ} (ht : 0 < t) {K : ℝ≥0} {f : ℝ → E}
    (hf : LipschitzOnWith K f (Icc 0 t)) :
    Tendsto (fun v => memoryTerm v t f) atTop (𝓝 (f t)) := by
  have h1 : Tendsto (fun v : ℝ => (K : ℝ) / v) atTop (𝓝 0) :=
    tendsto_const_nhds.div_atTop tendsto_id
  have h2 : Tendsto (fun v : ℝ => Real.exp (-(v * t))) atTop (𝓝 0) :=
    Real.tendsto_exp_neg_atTop_nhds_zero.comp (tendsto_id.atTop_mul_const ht)
  have h3 := h1.add (h2.const_mul ‖f t‖)
  rw [mul_zero, add_zero] at h3
  rw [tendsto_iff_norm_sub_tendsto_zero]
  exact squeeze_zero' (Filter.Eventually.of_forall fun v => norm_nonneg _)
    ((eventually_gt_atTop 0).mono fun v hv => delta_replacement hv ht.le hf) h3
```

Fix $t>0$ and a Lipschitz $f$. As $v\to\infty$, both $K/v$ and $\|f(t)\|e^{-vt}$ tend to zero, so $M_v(t)\to f(t)$. `Tendsto … atTop (𝓝 (f t))` is this limit in Lean, and `squeeze_zero'` traps the error between zero and the bound. The bound is needed only for $v>0$, which holds from some point on.

At $t=0$ the integral vanishes for every $v$, so there the limit fails unless $f(0)=0$. The history $f$ is also held fixed while $v$ grows.

## Several fast terms at once

```lean
/-- For finitely many bath terms `c_k exp(-v_k (t - s))` with all `v_k > 0`, `t ≥ 0` and `f`
Lipschitz on `[0,t]` with constant `K`, the joint memory integral differs from `(∑ c_k / v_k) f(t)`
by at most the sum of the single-term error bounds `K / v_k + ‖f(t)‖ exp(-v_k t)`, each weighted by
`|c_k| / v_k`. The `c_k` are real. -/
theorem bath_sum_replacement {ι : Type*} (S : Finset ι) (c v : ι → ℝ)
    (hv : ∀ k ∈ S, 0 < v k) {t : ℝ} (ht : 0 ≤ t) {K : ℝ≥0} {f : ℝ → E}
    (hf : LipschitzOnWith K f (Icc 0 t)) :
    ‖(∫ s in (0 : ℝ)..t, (∑ k ∈ S, c k * Real.exp (-(v k * (t - s)))) • f s)
        - (∑ k ∈ S, c k / v k) • f t‖
      ≤ ∑ k ∈ S, |c k| / v k * (K / v k + ‖f t‖ * Real.exp (-(v k * t))) := by
  -- each exponential is `c_k / v_k` times a normalised kernel
  have hsum : (∫ s in (0 : ℝ)..t, (∑ k ∈ S, c k * Real.exp (-(v k * (t - s)))) • f s)
      = ∑ k ∈ S, (c k / v k) • memoryTerm (v k) t f := by
    calc _ = ∫ s in (0 : ℝ)..t, ∑ k ∈ S, (c k / v k) • (expKernel (v k) (t - s) • f s) := by
          refine intervalIntegral.integral_congr fun s _ => ?_
          simp only [Finset.sum_smul]
          refine Finset.sum_congr rfl fun k hk => ?_
          have hk0 := (hv k hk).ne'
          have he : c k * Real.exp (-(v k * (t - s)))
              = c k / v k * expKernel (v k) (t - s) := by
            unfold expKernel
            field_simp
          rw [smul_smul, he]
      _ = _ := by
          rw [intervalIntegral.integral_finsetSum]
          · exact Finset.sum_congr rfl fun k _ => intervalIntegral.integral_smul _ _
          · intro k _
            apply ContinuousOn.intervalIntegrable
            rw [uIcc_of_le ht]
            exact ((expKernel_continuous (v k) t).continuousOn.smul hf.continuousOn).const_smul _
  rw [hsum, Finset.sum_smul, ← Finset.sum_sub_distrib]
  refine (norm_sum_le _ _).trans (Finset.sum_le_sum fun k hk => ?_)
  rw [← smul_sub, norm_smul, Real.norm_eq_abs, abs_div, abs_of_pos (hv k hk)]
  exact mul_le_mul_of_nonneg_left (delta_replacement (hv k hk) ht hf)
    (div_nonneg (abs_nonneg _) (hv k hk).le)

end FastBathMemory
```

Let $S$ be a finite set of bath terms with real coefficients $c_k$ and rates $v_k>0$. Each term is a multiple of a normalised kernel,
$$c_k e^{-v_k(t-s)}=\frac{c_k}{v_k}\,w_{v_k}(t-s),$$
so the joint memory integral is $\sum_{k\in S}(c_k/v_k)M_{v_k}(t)$. Subtracting $\sum_{k\in S}(c_k/v_k)f(t)$, using the triangle inequality and applying the single-term bound gives the error estimate
$$\sum_{k\in S}\frac{|c_k|}{v_k}\Big(\frac{K}{v_k}+\|f(t)\|e^{-v_kt}\Big).$$

The fact `hsum` rewrites the joint memory integral as $\sum_{k\in S}(c_k/v_k)M_{v_k}(t)$, exchanging the finite sum with the integral. The remaining lines pair the terms, take norms and call `delta_replacement` for each $k$.

For a finite group of Matsubara terms with real coefficients, this gives the strength $\sum_{k\in S} c_k/v_k$ of the instantaneous term and an error estimate for a Lipschitz history. Infinite tails, complex coefficients and oscillating exponentials are not covered.

```lean
#print axioms FastBathMemory.delta_replacement
#print axioms FastBathMemory.refined_bound_attained
#print axioms FastBathMemory.memory_tendsto
#print axioms FastBathMemory.bath_sum_replacement
```

```
'FastBathMemory.delta_replacement' depends on axioms: [propext, Classical.choice, Quot.sound]
'FastBathMemory.refined_bound_attained' depends on axioms: [propext, Classical.choice, Quot.sound]
'FastBathMemory.memory_tendsto' depends on axioms: [propext, Classical.choice, Quot.sound]
'FastBathMemory.bath_sum_replacement' depends on axioms: [propext, Classical.choice, Quot.sound]
```
